# Two of N independently and uniformly resampled walkers keep distinct ancestors for n generations with probability (1 − 1/N)^n

A probability about ancestors needs a definite set of random outcomes, and here an outcome is a complete family history. One generation is a parent map f, which assigns to each of the N walkers a parent among the N walkers of the generation before. A history h is a list of n such maps, h₀, …, hₙ₋₁, with h₀ the most recent. All histories count as equally likely, so the probability of an event is the fraction of histories in which it happens. There are N^(nN) histories, each of weight (1/N)^(nN), which is the weight that nN independent, uniform parent choices would give it.

Write Aₙ(h, i) for the ancestor of final walker i, n generations back, and q = 1 − 1/N. For two distinct final walkers i and j, which requires N ≥ 2,

P(Aₙ(h, i) ≠ Aₙ(h, j)) = qⁿ ≤ exp(−n/N).

At fixed N this tends to zero as n grows. For the whole population, with N ≥ 1,

P(the final walkers do not all share one ancestor) ≤ (N − 1) qⁿ,

so the probability of a single common ancestor tends to one.

## Forward-walking length against population size

A forward-walking estimator in diffusion Monte Carlo takes a quantity recorded n generations ago and averages it over the present walkers, each of which contributes the value of its own ancestor. An ancestor with several present descendants therefore counts several times. A long forward walk is wanted to reduce the bias of the mixed distribution, but in the equal-weight, fixed-population model treated here it also reduces the number of distinct ancestors, eventually to one. The population average then returns a single recorded value, and further statistics have to come from other times or other runs.

The scale is N generations, where a generation is one resampling step and not necessarily one time step. With N = 1000, two given walkers still have distinct ancestors after 1000 generations with probability about 0.37, and after 5000 with probability about 0.007. The bound for the whole population says nothing while it exceeds one. For N = 1000 it has fallen to about 0.045 at n = 10000. This is not the typical time of the collapse: the bound adds up strongly overlapping pair events, and a common ancestor is usually reached much earlier.

The equality can also test the ancestor bookkeeping of a code. Set all weights equal, draw parents independently, and compare the fraction of pairs with distinct ancestors, averaged over independent runs, with qⁿ. Pairs within one run share parent choices, so the error bar should come from the spread between runs.

## From siblings to a common ancestor

**One generation.** Let F be the set of all parent maps and S the subset with f(i) = f(j), where i ≠ j. Take f in S and any walker c, and replace the parent of j by c. This gives a map g in F. The step can be undone: c is g(j), and f is recovered by resetting the parent of j to g(i), which the replacement left alone because i ≠ j. Pairs (f, c) therefore correspond one to one to maps g, and

N |S| = |F|, so P(f(i) = f(j)) = |S|/|F| = 1/N.

The two parents differ with probability q.

**n generations.** Ancestors are found by following the parent maps:

A₀(h, i) = i,

Aₙ₊₁(h, i) = Aₙ(h′, h₀(i)),

where h′ is h without its most recent map. Let Dₙ(i, j) be the number of histories of length n in which i and j have distinct ancestors. The claim is Dₙ(i, j) = qⁿ |F|ⁿ for all i ≠ j. At n = 0 there is one empty history and the walkers are distinct, so both sides are 1. For the next length, sum over the most recent map:

Dₙ₊₁(i, j) = Σ_f Dₙ(f(i), f(j)).

If f(i) = f(j), the lineages have merged and the term is zero. Otherwise f(i) and f(j) are distinct walkers and the term is qⁿ |F|ⁿ. There are q |F| maps of the second kind, hence

Dₙ₊₁(i, j) = q |F| · qⁿ |F|ⁿ = qⁿ⁺¹ |F|ⁿ⁺¹.

Division by |F|ⁿ⁺¹ gives the power law.

**Decay.** From 1 − x ≤ exp(−x) at x = 1/N, and q ≥ 0,

qⁿ ≤ exp(−1/N)ⁿ = exp(−n/N).

Since 0 ≤ q < 1, qⁿ → 0.

**The whole population.** Choose walker 0 as a reference. If the final walkers do not all share one ancestor, at least one walker i ≠ 0 has an ancestor different from that of walker 0. The indicator of the first event is thus at most the sum of the indicators of the N − 1 pair events. Averaging over histories gives

P(no common ancestor) ≤ Σ_{i≠0} P(Aₙ(h, i) ≠ Aₙ(h, 0)) = (N − 1) qⁿ.

The probability of a common ancestor lies between 1 − (N − 1) qⁿ and 1, and so tends to 1.

## The Lean file

```lean
import Mathlib

open Filter Topology

namespace AncestorCoalescence

noncomputable section

open Classical in
/-- The indicator of an event: one if it happens, zero if not. -/
def ind (p : Prop) : ℝ := if p then 1 else 0

/-- The probability of an event when all outcomes of a nonempty finite set are equally likely. -/
def prob {Ω : Type*} [Fintype Ω] (E : Ω → Prop) : ℝ :=
  (∑ ω, ind (E ω)) / (Fintype.card Ω : ℝ)

/-- A history of `n` generations of `N` walkers: in each generation every walker has a parent.
Generation `0` is the most recent one. -/
abbrev History (N n : ℕ) := Fin n → Fin N → Fin N

/-- The ancestor of a final walker `n` generations back, found by going from parent to parent. -/
def ancestor {N : ℕ} : (n : ℕ) → History N n → Fin N → Fin N
  | 0, _, i => i
  | n + 1, h, i => ancestor n (fun k => h k.succ) (h 0 i)

/-- An indicator is never negative. -/
theorem ind_nonneg (p : Prop) : 0 ≤ ind p := by
  unfold ind
  split_ifs <;> norm_num

/-- On a nonempty finite set of outcomes, an event fails with one minus its probability. -/
theorem prob_not {Ω : Type*} [Fintype Ω] [Nonempty Ω] (E : Ω → Prop) :
    prob (fun ω => ¬ E ω) = 1 - prob E := by
  have hc : (Fintype.card Ω : ℝ) ≠ 0 := Nat.cast_ne_zero.mpr Fintype.card_ne_zero
  have h1 : ∀ ω, ind (¬ E ω) = 1 - ind (E ω) := fun ω => by
    by_cases hE : E ω <;> simp [ind, hE]
  have h : ∑ ω, ind (¬ E ω) = (Fintype.card Ω : ℝ) - ∑ ω, ind (E ω) := by
    simp only [h1, Finset.sum_sub_distrib, Finset.sum_const, Finset.card_univ,
      nsmul_eq_mul, mul_one]
  unfold prob
  rw [h, sub_div, div_self hc]

/-- Two distinct walkers have the same parent with probability `1/N`. -/
theorem prob_same_parent {N : ℕ} {i j : Fin N} (hij : i ≠ j) :
    prob (fun f : Fin N → Fin N => f i = f j) = 1 / (N : ℝ) := by
  have : Nonempty (Fin N → Fin N) := ⟨id⟩
  have hc : (Fintype.card (Fin N → Fin N) : ℝ) ≠ 0 :=
    Nat.cast_ne_zero.mpr Fintype.card_ne_zero
  have hN : (N : ℝ) ≠ 0 := Nat.cast_ne_zero.mpr (by have := i.isLt; omega)
  -- a free choice of the parent of `j` turns sibling maps into all maps
  let e : {f : Fin N → Fin N // f i = f j} × Fin N ≃ (Fin N → Fin N) :=
    { toFun := fun p => Function.update p.1.1 j p.2
      invFun := fun g => (⟨Function.update g j (g i), by simp [hij]⟩, g j)
      left_inv := by
        rintro ⟨⟨f, hf⟩, c⟩
        refine Prod.ext (Subtype.ext ?_) ?_
        · simp [Function.update_of_ne hij, hf]
        · simp
      right_inv := fun g => by simp }
  have hcard := Fintype.card_congr e
  rw [Fintype.card_prod, Fintype.card_subtype, Fintype.card_fin] at hcard
  have hsum : ∑ f : Fin N → Fin N, ind (f i = f j)
      = ((Finset.univ.filter (fun f : Fin N → Fin N => f i = f j)).card : ℝ) := by
    rw [Finset.card_filter]
    push_cast
    refine Finset.sum_congr rfl fun f _ => ?_
    by_cases h : f i = f j <;> simp [ind, h]
  unfold prob
  rw [hsum, div_eq_div_iff hc hN, one_mul]
  exact_mod_cast hcard

/-- Two distinct final walkers have distinct ancestors `n` generations back with probability
`(1 - 1/N)^n`, when all parents are chosen independently and uniformly. -/
theorem prob_distinct_ancestors {N : ℕ} (n : ℕ) {i j : Fin N} (hij : i ≠ j) :
    prob (fun h : History N n => ancestor n h i ≠ ancestor n h j)
      = (1 - 1 / (N : ℝ)) ^ n := by
  have : Nonempty (Fin N → Fin N) := ⟨id⟩
  induction n generalizing i j with
  | zero => simp [prob, ancestor, ind, hij]
  | succ n ih =>
    have hc : (Fintype.card (History N n) : ℝ) ≠ 0 :=
      Nat.cast_ne_zero.mpr Fintype.card_ne_zero
    have hd : (Fintype.card (Fin N → Fin N) : ℝ) ≠ 0 :=
      Nat.cast_ne_zero.mpr Fintype.card_ne_zero
    -- split off the most recent generation
    let e : (Fin N → Fin N) × History N n ≃ History N (n + 1) :=
      Fin.consEquiv (fun _ => Fin N → Fin N)
    have hcard : (Fintype.card (History N (n + 1)) : ℝ)
        = (Fintype.card (Fin N → Fin N) : ℝ) * (Fintype.card (History N n) : ℝ) := by
      rw [← Nat.cast_mul, ← Fintype.card_prod]
      exact congrArg (Nat.cast (R := ℝ)) (Fintype.card_congr e).symm
    have split : ∑ h : History N (n + 1), ind (ancestor (n + 1) h i ≠ ancestor (n + 1) h j)
        = ∑ f : Fin N → Fin N, ∑ g : History N n,
            ind (ancestor n g (f i) ≠ ancestor n g (f j)) := by
      rw [← Equiv.sum_comp e, Fintype.sum_prod_type]
      rfl
    -- merged lineages stay merged, the others follow the induction hypothesis
    have inner : ∀ f : Fin N → Fin N,
        ∑ g : History N n, ind (ancestor n g (f i) ≠ ancestor n g (f j))
        = ind (f i ≠ f j) * ((1 - 1 / (N : ℝ)) ^ n * (Fintype.card (History N n) : ℝ)) := by
      intro f
      by_cases hf : f i = f j
      · simp [ind, hf]
      · have h1 : ind (f i ≠ f j) = 1 := by simp [ind, hf]
        rw [h1, one_mul]
        exact (div_eq_iff hc).mp (ih hf)
    have hp := prob_not (fun f : Fin N → Fin N => f i = f j)
    rw [prob_same_parent hij] at hp
    have first : ∑ f : Fin N → Fin N, ind (f i ≠ f j)
        = (1 - 1 / (N : ℝ)) * (Fintype.card (Fin N → Fin N) : ℝ) := (div_eq_iff hd).mp hp
    change (∑ h : History N (n + 1), ind (ancestor (n + 1) h i ≠ ancestor (n + 1) h j))
      / (Fintype.card (History N (n + 1)) : ℝ) = _
    rw [split, hcard, Finset.sum_congr rfl (fun f _ => inner f), ← Finset.sum_mul, first,
      div_eq_iff (mul_ne_zero hd hc)]
    ring

/-- For a nonempty population the factor `1 - 1/N` lies in the interval `[0, 1)`. -/
theorem factor_bounds {N : ℕ} (hN : 0 < N) :
    0 ≤ 1 - 1 / (N : ℝ) ∧ 1 - 1 / (N : ℝ) < 1 := by
  have h1 : (1 : ℝ) ≤ N := by exact_mod_cast hN
  have h0 : (0 : ℝ) < N := by linarith
  have h2 : 1 / (N : ℝ) ≤ 1 := (div_le_one h0).mpr h1
  have h3 : 0 < 1 / (N : ℝ) := by positivity
  constructor <;> linarith

/-- The probability that two distinct walkers have distinct ancestors `n` generations back
is at most `exp (-n/N)`. -/
theorem prob_distinct_le_exp {N : ℕ} (n : ℕ) {i j : Fin N} (hij : i ≠ j) :
    prob (fun h : History N n => ancestor n h i ≠ ancestor n h j)
      ≤ Real.exp (-((n : ℝ) / N)) := by
  have hN : 0 < N := by have := i.isLt; omega
  rw [prob_distinct_ancestors n hij]
  calc (1 - 1 / (N : ℝ)) ^ n ≤ Real.exp (-(1 / (N : ℝ))) ^ n :=
        pow_le_pow_left₀ (factor_bounds hN).1
          (by linarith [Real.add_one_le_exp (-(1 / (N : ℝ)))]) n
    _ = Real.exp (-((n : ℝ) / N)) := by
        rw [← Real.exp_nat_mul]
        congr 1
        ring

/-- At fixed population, the probability that two distinct walkers have distinct ancestors
tends to zero as the number of generations grows. -/
theorem tendsto_prob_distinct {N : ℕ} {i j : Fin N} (hij : i ≠ j) :
    Tendsto (fun n => prob (fun h : History N n => ancestor n h i ≠ ancestor n h j))
      atTop (𝓝 0) := by
  have hN : 0 < N := by have := i.isLt; omega
  have hb := factor_bounds hN
  exact (tendsto_pow_atTop_nhds_zero_of_lt_one hb.1 hb.2).congr
    fun n => (prob_distinct_ancestors n hij).symm

/-- In a nonempty population, the probability that the final walkers do not all share one
ancestor `n` generations back is at most `(N - 1) (1 - 1/N)^n`. -/
theorem prob_not_collapsed_le {N : ℕ} (hN : 0 < N) (n : ℕ) :
    prob (fun h : History N n => ¬ ∃ a, ∀ i, ancestor n h i = a)
      ≤ ((N : ℝ) - 1) * (1 - 1 / (N : ℝ)) ^ n := by
  let o : Fin N := ⟨0, hN⟩
  -- without collapse, some walker has another ancestor than the reference walker
  have point : ∀ h : History N n, ind (¬ ∃ a, ∀ i, ancestor n h i = a)
      ≤ ∑ i ∈ Finset.univ.erase o, ind (ancestor n h i ≠ ancestor n h o) := by
    intro h
    by_cases hE : ∃ a, ∀ i, ancestor n h i = a
    · have h0 : ind (¬ ∃ a, ∀ i, ancestor n h i = a) = 0 := if_neg (not_not_intro hE)
      rw [h0]
      exact Finset.sum_nonneg fun i _ => ind_nonneg _
    · have h1 : ind (¬ ∃ a, ∀ i, ancestor n h i = a) = 1 := if_pos hE
      obtain ⟨i, hi⟩ := not_forall.mp (not_exists.mp hE (ancestor n h o))
      have hio : i ≠ o := fun h' => hi (by rw [h'])
      have h2 : ind (ancestor n h i ≠ ancestor n h o) = 1 := if_pos hi
      rw [h1, ← h2]
      exact Finset.single_le_sum
        (f := fun i => ind (ancestor n h i ≠ ancestor n h o))
        (fun k _ => ind_nonneg _) (Finset.mem_erase.mpr ⟨hio, Finset.mem_univ i⟩)
  calc prob (fun h : History N n => ¬ ∃ a, ∀ i, ancestor n h i = a)
      ≤ (∑ h : History N n, ∑ i ∈ Finset.univ.erase o,
          ind (ancestor n h i ≠ ancestor n h o)) / (Fintype.card (History N n) : ℝ) :=
        div_le_div_of_nonneg_right (Finset.sum_le_sum fun h _ => point h) (Nat.cast_nonneg _)
    _ = ∑ i ∈ Finset.univ.erase o,
          prob (fun h : History N n => ancestor n h i ≠ ancestor n h o) := by
        rw [Finset.sum_comm, Finset.sum_div]
        rfl
    _ = ∑ i ∈ Finset.univ.erase o, (1 - 1 / (N : ℝ)) ^ n :=
        Finset.sum_congr rfl fun i hi =>
          prob_distinct_ancestors n (Finset.ne_of_mem_erase hi)
    _ = ((N : ℝ) - 1) * (1 - 1 / (N : ℝ)) ^ n := by
        rw [Finset.sum_const, Finset.card_erase_of_mem (Finset.mem_univ _), Finset.card_univ,
          Fintype.card_fin, nsmul_eq_mul, Nat.cast_sub hN, Nat.cast_one]

/-- At fixed nonempty population, the probability that all final walkers descend from one
common ancestor tends to one as the number of generations grows. -/
theorem tendsto_prob_collapsed {N : ℕ} (hN : 0 < N) :
    Tendsto (fun n => prob (fun h : History N n => ∃ a, ∀ i, ancestor n h i = a))
      atTop (𝓝 1) := by
  have : Nonempty (Fin N → Fin N) := ⟨id⟩
  have hb := factor_bounds hN
  have hlow : Tendsto (fun n : ℕ => 1 - ((N : ℝ) - 1) * (1 - 1 / (N : ℝ)) ^ n)
      atTop (𝓝 1) := by
    simpa using ((tendsto_pow_atTop_nhds_zero_of_lt_one hb.1 hb.2).const_mul
      ((N : ℝ) - 1)).const_sub 1
  -- squeeze between the union bound and one
  refine tendsto_of_tendsto_of_tendsto_of_le_of_le hlow tendsto_const_nhds
    (fun n => ?_) (fun n => ?_)
  · have h1 := prob_not (fun h : History N n => ∃ a, ∀ i, ancestor n h i = a)
    have h2 := prob_not_collapsed_le hN n
    change 1 - ((N : ℝ) - 1) * (1 - 1 / (N : ℝ)) ^ n
      ≤ prob (fun h : History N n => ∃ a, ∀ i, ancestor n h i = a)
    linarith
  · have h1 := prob_not (fun h : History N n => ∃ a, ∀ i, ancestor n h i = a)
    have h2 : 0 ≤ prob (fun h : History N n => ¬ ∃ a, ∀ i, ancestor n h i = a) :=
      div_nonneg (Finset.sum_nonneg fun h _ => ind_nonneg _) (Nat.cast_nonneg _)
    change prob (fun h : History N n => ∃ a, ∀ i, ancestor n h i = a) ≤ 1
    linarith

end

end AncestorCoalescence
```

```lean
#print axioms AncestorCoalescence.prob_distinct_ancestors
-- 'AncestorCoalescence.prob_distinct_ancestors' depends on axioms: [propext, Classical.choice, Quot.sound]
#print axioms AncestorCoalescence.prob_distinct_le_exp
-- 'AncestorCoalescence.prob_distinct_le_exp' depends on axioms: [propext, Classical.choice, Quot.sound]
#print axioms AncestorCoalescence.tendsto_prob_distinct
-- 'AncestorCoalescence.tendsto_prob_distinct' depends on axioms: [propext, Classical.choice, Quot.sound]
#print axioms AncestorCoalescence.tendsto_prob_collapsed
-- 'AncestorCoalescence.tendsto_prob_collapsed' depends on axioms: [propext, Classical.choice, Quot.sound]
```

## What the theorems say about a population of walkers

Walkers are elements of `Fin N`, numbered from 0 to N − 1. `History N n` is the list of parent maps, and `ancestor` follows it backwards from the final population. `ind` is the indicator of an event, and `prob` is its sum over all outcomes divided by their number. Independence and uniformity enter through this definition of `prob`; they are the physical assumption that every walker has the same weight and that parents are drawn separately.

`prob_distinct_ancestors` is the equality for a pair, for every n including zero. Its hypothesis `hij : i ≠ j` already forces N ≥ 2. `prob_distinct_le_exp` and `tendsto_prob_distinct` give the exponential bound and the limit for the same pair. `prob_not_collapsed_le` and `tendsto_prob_collapsed` concern all final walkers and assume only `hN : 0 < N`. The common ancestor `a` in these statements may differ from history to history. Both limits keep N fixed while n grows.

The proof follows the counting above:

- `prob_same_parent` builds the one-to-one correspondence as the equivalence `e`, with `Function.update` reassigning the parent of `j`. Comparing the sizes of the two sides gives 1/N, and `prob_not` turns this into q.
- `prob_distinct_ancestors` runs the induction with `generalizing i j`, because the hypothesis is applied to the parents `f i` and `f j` and not to the original pair. `Fin.consEquiv` separates the most recent map, `split` is the sum over f, `inner` treats merged and unmerged lineages, and `first` counts the maps that keep them apart.
- `factor_bounds` supplies 0 ≤ q < 1. The exponential bound then comes from `Real.add_one_le_exp`, and the limit from the geometric sequence.
- In `prob_not_collapsed_le`, `point` is the inequality between indicators for one history. `Finset.sum_comm` exchanges the sums over histories and walkers, and each pair contributes qⁿ.
- `tendsto_prob_collapsed` squeezes the probability between the lower bound and one.

A production run departs from this model in several ways. Branching weights depend on the local energy, so parents are not chosen uniformly; many codes let the population fluctuate; and some resampling schemes correlate the choices of different walkers. For such runs the formula is a reference value, not a prediction. The theorems also say nothing about the quality of a random number generator, the bias of a forward-walking estimate at finite n, or its variance.
